# The one-phonon Dyson energy of a Fröhlich band bottom lies above $-\alpha$ and scales as $-\alpha^{2/3}$ at strong coupling

In units of the phonon energy, the one-phonon self-energy of a three-dimensional Fröhlich band, evaluated at the bare band bottom, is $-\alpha$. This value lies below the solution of the one-phonon Dyson equation for every coupling $\alpha>0$, and at strong coupling the two scale with different powers of $\alpha$. The file below computes the self-energy from its momentum integral, shows that the Dyson equation has exactly one root below the phonon emission threshold, and locates that root.

```lean
import Mathlib

open MeasureTheory Set Filter
open scoped Real Topology

namespace FrohlichBandBottom

noncomputable section

/-- One-phonon self-energy at the bottom of a Fröhlich band, with phonon energy 1 and coupling `α`,
as an integral over the phonon momentum `q`; its domain is `w < 1`, below the emission threshold. -/
def selfEnergy (α w : ℝ) : ℝ :=
  -(2 * α / π) * ∫ q in Ioi (0 : ℝ), 1 / (1 - w + q ^ 2)

/-- `E` lies below the phonon emission threshold and solves the Dyson equation `E = Σ(E)`,
with energies measured from the bare band bottom. -/
def IsDysonRoot (α E : ℝ) : Prop :=
  E < 1 ∧ E = selfEnergy α E

/-- Below threshold, measuring `q` in units of `√(1 - w)` turns the energy denominator into a
Lorentzian of unit width. -/
theorem kernel_rescale {w : ℝ} (hw : w < 1) (q : ℝ) :
    1 / (1 - w + q ^ 2) = (1 - w)⁻¹ * (1 + ((√(1 - w))⁻¹ * q) ^ 2)⁻¹ := by
  have h : 0 < 1 - w := by linarith
  rw [mul_pow, inv_pow, Real.sq_sqrt h.le, one_div, ← mul_inv, mul_add, mul_one,
    mul_inv_cancel_left₀ h.ne']

/-- Below threshold the momentum integral converges, and its value is `π / (2 √(1 - w))`. -/
theorem momentum_integral {w : ℝ} (hw : w < 1) :
    IntegrableOn (fun q : ℝ => 1 / (1 - w + q ^ 2)) (Ioi 0) ∧
      ∫ q in Ioi (0 : ℝ), 1 / (1 - w + q ^ 2) = π / (2 * √(1 - w)) := by
  have h : 0 < 1 - w := by linarith
  have hs : 0 < √(1 - w) := Real.sqrt_pos.2 h
  have hs' : √(1 - w) ≠ 0 := hs.ne'
  simp_rw [kernel_rescale hw]
  constructor
  · exact ((integrable_inv_one_add_sq.comp_mul_left' (inv_pos.2 hs).ne').const_mul _).integrableOn
  · -- substitute the rescaled momentum and use the arctangent integral
    have hI := integral_comp_mul_left_Ioi (fun x : ℝ => (1 + x ^ 2)⁻¹) 0 (inv_pos.2 hs)
    simp only [mul_zero, integral_Ioi_inv_one_add_sq, Real.arctan_zero, sub_zero, inv_inv,
      smul_eq_mul] at hI
    have e : (1 - w)⁻¹ = (√(1 - w))⁻¹ * (√(1 - w))⁻¹ := by
      rw [← mul_inv, Real.mul_self_sqrt h.le]
    rw [integral_const_mul, hI, e]
    field_simp

/-- Closed form of the self-energy below threshold: `Σ(w) = -α / √(1 - w)` for `w < 1`. -/
theorem selfEnergy_eq (α : ℝ) {w : ℝ} (hw : w < 1) :
    selfEnergy α w = -α / √(1 - w) := by
  have hs : √(1 - w) ≠ 0 := (Real.sqrt_pos.2 (by linarith)).ne'
  have hpi : π ≠ 0 := Real.pi_ne_zero
  rw [selfEnergy, (momentum_integral hw).2]
  field_simp

/-- Slope of the self-energy at any energy `w < 1`: `Σ'(w) = -α / (2 (1 - w) √(1 - w))`. -/
theorem selfEnergy_hasDerivAt (α : ℝ) {w : ℝ} (hw : w < 1) :
    HasDerivAt (selfEnergy α) (-α / (2 * (1 - w) * √(1 - w))) w := by
  have h : 0 < 1 - w := by linarith
  have hs : √(1 - w) ≠ 0 := (Real.sqrt_pos.2 h).ne'
  have h1 : HasDerivAt (fun v : ℝ => √(1 - v)) (-1 / (2 * √(1 - w))) w :=
    ((hasDerivAt_id' w).const_sub 1).sqrt h.ne'
  have h2 : HasDerivAt (fun v : ℝ => -α / √(1 - v))
      ((0 * √(1 - w) - (-α) * (-1 / (2 * √(1 - w)))) / (√(1 - w)) ^ 2) w :=
    (hasDerivAt_const w (-α)).fun_div h1 hs
  have h3 : (0 * √(1 - w) - (-α) * (-1 / (2 * √(1 - w)))) / (√(1 - w)) ^ 2
      = -α / (2 * (1 - w) * √(1 - w)) := by
    rw [Real.sq_sqrt h.le]
    generalize 1 - w = u
    ring
  rw [h3] at h2
  -- the closed form holds in a whole neighbourhood of w
  refine h2.congr_of_eventuallyEq ?_
  filter_upwards [Iio_mem_nhds hw] with v hv
  exact selfEnergy_eq α hv

/-- At the bare band bottom the self-energy is `Σ(0) = -α` and its slope is `Σ'(0) = -α/2`. -/
theorem selfEnergy_at_zero (α : ℝ) :
    selfEnergy α 0 = -α ∧ HasDerivAt (selfEnergy α) (-α / 2) 0 := by
  constructor
  · rw [selfEnergy_eq α zero_lt_one]
    simp
  · simpa using selfEnergy_hasDerivAt α (zero_lt_one : (0 : ℝ) < 1)

/-- For `α > 0` the Dyson equation below threshold is equivalent to the cubic
`E² (1 - E) = α²` restricted to negative energies. -/
theorem isDysonRoot_iff {α : ℝ} (hα : 0 < α) (E : ℝ) :
    IsDysonRoot α E ↔ E < 0 ∧ E ^ 2 * (1 - E) = α ^ 2 := by
  constructor
  · rintro ⟨h1, h2⟩
    have h : 0 < 1 - E := by linarith
    have hs : 0 < √(1 - E) := Real.sqrt_pos.2 h
    rw [selfEnergy_eq α h1, eq_div_iff hs.ne'] at h2
    refine ⟨by by_contra hE; nlinarith [mul_nonneg (not_lt.1 hE) hs.le], ?_⟩
    calc E ^ 2 * (1 - E) = (E * √(1 - E)) ^ 2 := by rw [mul_pow, Real.sq_sqrt h.le]
      _ = α ^ 2 := by rw [h2]; ring
  · rintro ⟨h1, h2⟩
    have h : 0 < 1 - E := by linarith
    have hs : 0 < √(1 - E) := Real.sqrt_pos.2 h
    refine ⟨by linarith, ?_⟩
    rw [selfEnergy_eq α (by linarith), eq_div_iff hs.ne']
    have hsq : (E * √(1 - E)) ^ 2 = α ^ 2 := by rw [mul_pow, Real.sq_sqrt h.le, h2]
    have hneg : E * √(1 - E) < 0 := mul_neg_of_neg_of_pos h1 hs
    -- the square fixes the product up to sign, and the product is negative
    rcases sq_eq_sq_iff_eq_or_eq_neg.1 hsq with h3 | h3
    · linarith
    · exact h3

/-- For every `α > 0` the Dyson equation has exactly one root below the emission threshold,
and this root lies strictly between `-α` and `0`. -/
theorem dyson_root_unique {α : ℝ} (hα : 0 < α) :
    (∃! E, IsDysonRoot α E) ∧ ∀ E, IsDysonRoot α E → -α < E ∧ E < 0 := by
  simp only [isDysonRoot_iff hα]
  constructor
  · -- existence: intermediate values of x² (1 + x) for the binding energy x = -E
    have hc : ContinuousOn (fun x : ℝ => x ^ 2 * (1 + x)) (Icc 0 α) := by fun_prop
    have hmem : α ^ 2 ∈ Icc ((0 : ℝ) ^ 2 * (1 + 0)) (α ^ 2 * (1 + α)) :=
      ⟨by nlinarith [sq_nonneg α], by nlinarith [pow_pos hα 3]⟩
    obtain ⟨x, hx, hxα⟩ := intermediate_value_Icc hα.le hc hmem
    have hxα' : x ^ 2 * (1 + x) = α ^ 2 := hxα
    have hx0 : x ≠ 0 := by
      rintro rfl
      nlinarith [pow_pos hα 2]
    have hxpos : 0 < x := lt_of_le_of_ne hx.1 hx0.symm
    refine ⟨-x, ⟨by linarith, by linear_combination hxα'⟩, ?_⟩
    -- uniqueness: factor the difference of the two cubics
    rintro y ⟨hy, hyα⟩
    have hf : (y + x) * (y - x - (y ^ 2 - y * x + x ^ 2)) = 0 := by
      linear_combination hyα - hxα'
    have hne : y - x - (y ^ 2 - y * x + x ^ 2) ≠ 0 := by
      have hyx : y * x < 0 := mul_neg_of_neg_of_pos hy hxpos
      nlinarith [sq_nonneg y, sq_nonneg x]
    rcases mul_eq_zero.1 hf with h | h
    · linarith
    · exact absurd h hne
  · rintro E ⟨h1, h2⟩
    refine ⟨?_, h1⟩
    have h3 : 0 < (-E) ^ 3 := pow_pos (by linarith) 3
    by_contra h
    have h4 : 0 ≤ (-E - α) * (-E + α) := mul_nonneg (by linarith) (by linarith)
    nlinarith

/-- For every `α > 0` the Dyson root lies above `-α^(2/3)` by less than one third of the
phonon energy. -/
theorem dyson_root_bracket {α E : ℝ} (hα : 0 < α) (hE : IsDysonRoot α E) :
    -α ^ (2 / 3 : ℝ) < E ∧ E < -α ^ (2 / 3 : ℝ) + 1 / 3 := by
  obtain ⟨h1, h2⟩ := (isDysonRoot_iff hα E).1 hE
  have hs : 0 < α ^ (2 / 3 : ℝ) := Real.rpow_pos_of_pos hα _
  have hs3 : (α ^ (2 / 3 : ℝ)) ^ 3 = α ^ 2 := by
    rw [← Real.rpow_natCast, ← Real.rpow_mul hα.le, ← Real.rpow_natCast α 2]
    norm_num
  generalize α ^ (2 / 3 : ℝ) = s at hs hs3 ⊢
  have hE2 : 0 < E ^ 2 := by nlinarith
  constructor
  · by_contra h
    have h3 : s ^ 3 ≤ (-E) ^ 3 := pow_le_pow_left₀ hs.le (by linarith) 3
    nlinarith
  · -- the cube of -E + 1/3 already exceeds E² (1 - E)
    by_contra h
    have h3 : (-E + 1 / 3) ^ 3 ≤ s ^ 3 := pow_le_pow_left₀ (by linarith) (by linarith) 3
    nlinarith

/-- Strong coupling: if `E α` is the Dyson root for each `α > 0`, then `E α / α^(2/3)` tends
to `-1` as `α` grows. -/
theorem dyson_root_strong_coupling {E : ℝ → ℝ} (hE : ∀ α, 0 < α → IsDysonRoot α (E α)) :
    Tendsto (fun α => E α / α ^ (2 / 3 : ℝ)) atTop (𝓝 (-1)) := by
  have hpow : Tendsto (fun α : ℝ => α ^ (2 / 3 : ℝ)) atTop atTop :=
    tendsto_rpow_atTop (by norm_num)
  have hup : Tendsto (fun α : ℝ => -1 + (1 / 3) / α ^ (2 / 3 : ℝ)) atTop (𝓝 (-1)) := by
    simpa only [add_zero] using (hpow.const_div_atTop (1 / 3 : ℝ)).const_add (-1)
  -- squeeze the ratio between the two sides of the bracket
  refine tendsto_of_tendsto_of_tendsto_of_le_of_le' tendsto_const_nhds hup ?_ ?_
  · filter_upwards [eventually_gt_atTop (0 : ℝ)] with α hα
    rw [le_div_iff₀ (Real.rpow_pos_of_pos hα _)]
    linarith [(dyson_root_bracket hα (hE α hα)).1]
  · filter_upwards [eventually_gt_atTop (0 : ℝ)] with α hα
    have hs : 0 < α ^ (2 / 3 : ℝ) := Real.rpow_pos_of_pos hα _
    rw [div_le_iff₀ hs, add_mul, div_mul_cancel₀ _ hs.ne']
    linarith [(dyson_root_bracket hα (hE α hα)).2]

end

end FrohlichBandBottom
```

```lean
#print axioms FrohlichBandBottom.selfEnergy_at_zero
-- 'FrohlichBandBottom.selfEnergy_at_zero' depends on axioms: [propext, Classical.choice, Quot.sound]
#print axioms FrohlichBandBottom.dyson_root_unique
-- 'FrohlichBandBottom.dyson_root_unique' depends on axioms: [propext, Classical.choice, Quot.sound]
#print axioms FrohlichBandBottom.dyson_root_strong_coupling
-- 'FrohlichBandBottom.dyson_root_strong_coupling' depends on axioms: [propext, Classical.choice, Quot.sound]
```

## One electron, one phonon, and the energy $E=\Sigma(E)$

The model is a single electron at the bottom of an empty parabolic band in three dimensions, at zero temperature, coupled to a dispersionless optical phonon. The phonon energy is 1, energies are counted from the bare band bottom, and momentum is scaled so that the kinetic energy is $q^2$. The dimensionless constant $\alpha$ measures the strength of the polar electron–phonon coupling.

`selfEnergy α w` is the integral

$$\Sigma(w)=-\frac{2\alpha}{\pi}\int_0^\infty \frac{dq}{1-w+q^2}.$$

The denominator is the energy of the intermediate state, a phonon plus an electron recoiling with energy $q^2$, minus the energy $w$. The squared Fröhlich coupling falls as $1/q^2$ and cancels the $q^2$ of the volume element, which is why the remaining integral has constant weight. The file takes this expression as its definition and does not derive it from a Hamiltonian.

`IsDysonRoot α E` says that $E<1$ and $E=\Sigma(E)$. The bound $E<1$ keeps the energy below the threshold for real phonon emission. At or above threshold the integral does not converge, and Lean then assigns it the value 0, so the condition also keeps that meaningless value out of the Dyson equation.

The theorems state the following.

- `selfEnergy_eq`: $\Sigma(w)=-\alpha/\sqrt{1-w}$ for every real $\alpha$ and every $w<1$.
- `selfEnergy_at_zero`: $\Sigma(0)=-\alpha$, and $\Sigma$ is differentiable at 0 with slope $-\alpha/2$.
- `dyson_root_unique`: for $\alpha>0$ there is exactly one Dyson root, and it satisfies $-\alpha<E<0$.
- `dyson_root_bracket`: for $\alpha>0$ the root satisfies $-\alpha^{2/3}<E<-\alpha^{2/3}+\tfrac13$.
- `dyson_root_strong_coupling`: $E/\alpha^{2/3}\to-1$ as $\alpha\to\infty$. Here `E` is a function of the coupling whose value is the Dyson root at each positive $\alpha$; `dyson_root_unique` guarantees that there is one.

The root belongs to the one-phonon equation with a bare intermediate electron. It is not the ground-state energy of the full Fröhlich Hamiltonian. That energy is at most $-\alpha$ for every coupling, so it lies below the Dyson root, and at strong coupling it scales as $-\alpha^2$.

## The integral is a Lorentzian in disguise

Let $w<1$ and $s=\sqrt{1-w}>0$. Substituting $q=su$ gives

$$\int_0^\infty\frac{dq}{s^2+q^2}=\frac1s\int_0^\infty\frac{du}{1+u^2}=\frac{\pi}{2s},$$

and multiplication by $-2\alpha/\pi$ gives $\Sigma(w)=-\alpha/\sqrt{1-w}$.

In Lean, `kernel_rescale` writes the integrand as $s^{-2}\,(1+(q/s)^2)^{-1}$. `momentum_integral` then proves two things: the integrand is integrable, because a rescaled Lorentzian is, and the integral equals $\pi/(2s)$, by the change of variables and Mathlib's arctangent integral. `selfEnergy_eq` inserts the prefactor.

Differentiating the closed form gives

$$\Sigma'(w)=-\frac{\alpha}{2(1-w)^{3/2}},\qquad \Sigma'(0)=-\frac{\alpha}{2}.$$

`selfEnergy_hasDerivAt` applies the quotient rule to $-\alpha/\sqrt{1-v}$. The derivative carries over to the integral itself because the two functions agree on all of $v<1$, which contains a neighbourhood of $w$; this is the step with `congr_of_eventuallyEq`.

## The Dyson equation becomes a cubic with one negative root

For $E<1$ the Dyson equation reads

$$E\sqrt{1-E}=-\alpha.$$

With $\alpha>0$ the right side is negative, so $E<0$. Squaring gives $E^2(1-E)=\alpha^2$. Conversely, if $E<0$ satisfies the cubic, then $E\sqrt{1-E}$ is either $\alpha$ or $-\alpha$, and being negative it must be $-\alpha$. This is `isDysonRoot_iff`. Its reverse direction uses `sq_eq_sq_iff_eq_or_eq_neg` for the two signs and discards the wrong one.

Now let $x=-E>0$ be the binding energy, so that

$$x^2(1+x)=\alpha^2.$$

The left side is 0 at $x=0$ and $\alpha^2+\alpha^3>\alpha^2$ at $x=\alpha$. By continuity it takes the value $\alpha^2$ somewhere in between, and not at $x=0$, since $\alpha^2>0$. In `dyson_root_unique` this is `intermediate_value_Icc` on $[0,\alpha]$.

For uniqueness, let $z>0$ be a second solution. Subtracting the two equations and factoring gives

$$(z-x)\left(z+x+z^2+zx+x^2\right)=0.$$

The second factor is positive, so $z=x$. Lean does the same with the energy $y=-z$, which changes the signs inside the factors; `linear_combination` checks the factorisation and `nlinarith` shows that the second factor is not zero.

The lower bound on the energy follows from $x^2=\alpha^2-x^3<\alpha^2$. This gives $x<\alpha$, that is, $E>-\alpha$.

## The root stays within a third of a phonon energy of $-\alpha^{2/3}$

Write $a=\alpha^{2/3}$, so that $a^3=\alpha^2=x^3+x^2$. Two comparisons of cubes suffice:

$$x^3<x^3+x^2=a^3,$$

$$\left(x+\tfrac13\right)^3=x^3+x^2+\tfrac{x}{3}+\tfrac1{27}>a^3.$$

Hence $x<a<x+\tfrac13$, which in terms of $E=-x$ is

$$-\alpha^{2/3}<E<-\alpha^{2/3}+\tfrac13.$$

The shift $\tfrac13$ is chosen so that the cube reproduces the term $x^2$ exactly. `dyson_root_bracket` first proves $a^3=\alpha^2$ from the rules for real powers, then replaces the power by a variable, called `s` there, of which only positivity and this identity are kept. Each inequality is proved by contradiction: its negation would order the cubes the wrong way.

Dividing by $\alpha^{2/3}$ gives

$$-1<\frac{E}{\alpha^{2/3}}<-1+\frac{1}{3\alpha^{2/3}}.$$

Both outer expressions tend to $-1$ as $\alpha$ grows, and `dyson_root_strong_coupling` concludes by squeezing.

## At $\alpha=6$ the root is $-3$

The cubic $x^2(1+x)=36$ has the solution $x=3$, so $E=-3$. Direct substitution confirms it: $\Sigma(-3)=-6/\sqrt4=-3$. The value at the bare energy is $\Sigma(0)=-6$, twice as deep.

Here $\alpha^{2/3}=36^{1/3}\approx3.302$, and the bracket reads $-3.302<-3<-2.969$. The ratio $E/\alpha^{2/3}$ is about $-0.909$. At $\alpha=24$ the root is $-8$ and the ratio is about $-0.961$, closer to the limit.

## On-shell, linearised and self-consistent energies in a code

A program that computes a quasiparticle energy from a self-energy has to choose where to evaluate it. In this one-band, one-phonon model the usual choices can be compared explicitly.

- The on-shell choice takes $\Sigma(0)=-\alpha$. A second-order cumulant built on the bare energy has its quasiparticle peak at this same energy, with weight $e^{\Sigma'(0)}=e^{-\alpha/2}$.
- The linearised Dyson equation, common in GW codes, takes $\Sigma(0)/(1-\Sigma'(0))=-\alpha/(1+\alpha/2)$. At $\alpha=6$ this is $-1.5$, and it never falls below $-2$ however strong the coupling.
- The self-consistent choice solves $E=\Sigma(E)$. At $\alpha=6$ it gives $-3$.

Compared with the on-shell choice, self-consistency moves the energy away from that of the full Hamiltonian. The latter is at most $-\alpha$, so of the three values the on-shell one is the closest to it.

The third choice can be computed by repeated substitution. Starting from $E=0$ at $\alpha=6$, the successive values are $-6$, $-2.268$, $-3.319$, $-2.887$ and $-3.043$, which alternate around $-3$ and close in on it. Near the root each step multiplies the error by about $\Sigma'(-3)=-\tfrac38$.

The closed form also tests the momentum integration. If the integral is cut off at $q=Q$, the computed value at $w=0$ is $-(2\alpha/\pi)\arctan Q$, which lies above $-\alpha$ by about $2\alpha/(\pi Q)$ for large $Q$. The error therefore falls only as $1/Q$, and a code for this continuum model that uses a plain cutoff should either add the tail analytically or extrapolate in $1/Q$.
